# Virial relation and potential scaling for kinetic functionals of degree two

An orbital-free calculation that works with a model Pauli potential $v_P(\mathbf r)$ still needs the Pauli energy $E_P$ when it assembles the total energy. Suppose that $v_P$ is the functional derivative of a differentiable functional that grows as $g^2$ when the density is compressed by a factor $g$. For a finite system, whose density decays at large distances, the energy then follows from the potential at the current density alone (the formula does not hold for the unit cell of a periodic solid):

$$E_P[n]=\tfrac12\int v_P(\mathbf r)\,\bigl(3n(\mathbf r)+\mathbf r\cdot\nabla n(\mathbf r)\bigr)\,d\mathbf r .$$

The Pauli energy is $E_P=T_s-T_w$, the non-interacting kinetic energy minus the von Weizsäcker energy. Both terms scale quadratically under the dilation $n_g(\mathbf r)=g^3n(g\mathbf r)$, which preserves the particle number.

## Two derivatives of one scaling law

Write $U_g$ for the linear map $n\mapsto n_g$, with $g>0$, and let a functional $T$ satisfy

$$T(U_g n)=g^kT(n)\qquad\text{for all } g>0 \text{ and all } n .$$

The kinetic case is $k=2$. The potential is the derivative $DT(n)$, a linear map that takes a density change $m$ to the first-order change of $T$.

**Derivative in the density.** Fix $g$ and replace $n$ by $n+\epsilon m$. Since $U_g$ is linear, $U_g(n+\epsilon m)=U_gn+\epsilon U_gm$. The terms of first order in $\epsilon$ give

$$DT(U_gn)(U_gm)=g^kDT(n)(m),\qquad\text{that is,}\qquad DT(U_gn)\circ U_g=g^kDT(n).$$

The map $U_g$ on the left is easily lost, because the density change has to be dilated along with the density. With $DT(n)(m)=\int v[n]\,m\,d\mathbf r$ and $k=2$, the substitution $\mathbf r\to\mathbf r/g$ on the left gives $v[n_g](\mathbf r)=g^2v[n](g\mathbf r)$. Without $U_g$ one would get the false law $v[n_g](\mathbf r)=g^2v[n](\mathbf r)$.

**Derivative in the scale.** Now fix $n$, and let $An$ be the derivative of $g\mapsto U_gn$ at $g=1$. Since $U_1n=n$, the chain rule gives $DT(n)(An)$ on the left of the scaling law. The right side gives $kg^{k-1}T(n)$ at $g=1$, which is $kT(n)$. Hence

$$DT(n)(An)=kT(n),$$

and for $k=2$ this is $T(n)=\tfrac12DT(n)(An)$. For the dilation above, differentiating $g^3n(g\mathbf r)$ at $g=1$ gives $An=3n+\mathbf r\cdot\nabla n$, which produces the opening integral.

**From the virial relation back to scaling.** Suppose that $U_{gh}=U_gU_h$ and that the virial relation holds at every density. Put $\varphi(s)=e^{-ks}T(U_{e^s}n)$. Near $s=t$ we have $U_{e^s}n=U_{e^{s-t}}(U_{e^t}n)$, whose derivative at $t$ is $A(U_{e^t}n)$. Therefore

$$\varphi'(t)=e^{-kt}\bigl[-kT(U_{e^t}n)+DT(U_{e^t}n)(A(U_{e^t}n))\bigr]=0 .$$

So $\varphi(\log g)=\varphi(0)$, which reads $g^{-k}T(U_gn)=T(n)$.

**At a stationary density.** Let $DT(n)+DV(n)=\mu N$, where $T$ has degree two, $V$ has degree one, $N$ is the linear particle-number functional and $\mu$ is its multiplier. Conservation of $N$ is scaling of degree zero, so $N(An)=0$. Applying the equation to $An$ gives $2T(n)+V(n)=0$.

## Densities, dilations and degree in Lean

```lean
import Mathlib

open Filter Topology

namespace PauliPotentialScaling

noncomputable section

variable {E : Type*} [NormedAddCommGroup E] [NormedSpace ℝ E]
```

The densities are the elements of a real normed space `E`, which may have infinite dimension. Nothing in `E` enforces positivity or a fixed particle number.

```lean
/-- A density functional has degree `k` if dilating the density by any `g > 0`
multiplies its value by `g ^ k`. -/
def ScalesWithDegree (U : ℝ → E →L[ℝ] E) (k : ℕ) (T : E → ℝ) : Prop :=
  ∀ g : ℝ, 0 < g → ∀ n : E, T (U g n) = g ^ k * T n
```

`U g` is a continuous linear map for each real `g`, but the scaling law constrains only positive `g`. The degree `k` is a natural number, so negative and fractional powers are not covered.

```lean
/-- The Pauli energy: the non-interacting kinetic energy minus the von Weizsäcker energy. -/
def pauliEnergy (Ts Tw : E → ℝ) : E → ℝ := fun n => Ts n - Tw n
```

The arguments `Ts` and `Tw` are arbitrary real functions on `E`. Their physical content enters through the scaling hypotheses of the theorems.

## The potential at a dilated density

```lean
/-- The potential of a functional of degree `k`, taken at the dilated density and
composed with the dilation, is `g ^ k` times the potential at the original density. -/
theorem potential_scaling {U : ℝ → E →L[ℝ] E} {k : ℕ} {T : E → ℝ}
    (h : ScalesWithDegree U k T) {g : ℝ} (hg : 0 < g) {n : E}
    (hT : DifferentiableAt ℝ T (U g n)) :
    (fderiv ℝ T (U g n)).comp (U g) = g ^ k • fderiv ℝ T n := by
  have hk : g ^ k ≠ 0 := (pow_pos hg k).ne'
  -- chain rule for the functional of the dilated density
  have h1 : HasFDerivAt (fun m => T (U g m)) ((fderiv ℝ T (U g n)).comp (U g)) n :=
    hT.hasFDerivAt.comp n (U g).hasFDerivAt
  -- the scaling law expresses `T` through that functional
  have h3 : HasFDerivAt T ((g ^ k)⁻¹ • (fderiv ℝ T (U g n)).comp (U g)) n := by
    have h2 := h1.const_mul ((g ^ k)⁻¹)
    have e : (fun m => (g ^ k)⁻¹ * T (U g m)) = T := by
      funext m
      rw [h g hg m, inv_mul_cancel_left₀ hk]
    rwa [e] at h2
  rw [h3.fderiv, smul_smul, mul_inv_cancel₀ hk, one_smul]
```

`fderiv ℝ T n` is $DT(n)$, and `.comp (U g)` is the composition with $U_g$. The step `h1` is the chain rule for $m\mapsto T(U_gm)$. In `h3` the scaling law is solved for $T$, as $T=g^{-k}\,T\circ U_g$. This shows that $T$ is differentiable at `n`, so differentiability has to be assumed only at the dilated density. Multiplying by $g^k$ finishes the proof.

## The derivative at unit scale

```lean
/-- For a functional of degree `k`, the potential applied to the generator of dilations
at `n` equals `k` times the functional. -/
theorem virial_of_degree {U : ℝ → E →L[ℝ] E} {A : E → E} {k : ℕ} {T : E → ℝ} {n : E}
    (h : ScalesWithDegree U k T) (h1 : U 1 = ContinuousLinearMap.id ℝ E)
    (hA : HasDerivAt (fun g => U g n) (A n) 1) (hT : DifferentiableAt ℝ T n) :
    fderiv ℝ T n (A n) = k * T n := by
  -- differentiate both sides of the scaling law at `g = 1`
  have hc : HasDerivAt (fun g => T (U g n)) (fderiv ℝ T n (A n)) 1 :=
    hT.hasFDerivAt.comp_hasDerivAt_of_eq 1 hA (by simp [h1])
  have hp : HasDerivAt (fun g : ℝ => g ^ k * T n) (k * T n) 1 :=
    ((hasDerivAt_pow k (1 : ℝ)).mul_const (T n)).congr_deriv (by simp)
  have ev : (fun g => T (U g n)) =ᶠ[𝓝 1] fun g : ℝ => g ^ k * T n := by
    filter_upwards [Ioi_mem_nhds (by norm_num : (0 : ℝ) < 1)] with g hg
    exact h g hg n
  exact hc.unique (hp.congr_of_eventuallyEq ev)
```

The hypothesis `hA` says that the dilated density has derivative `A n` in the norm of `E`. For actual densities this is a smoothness and decay requirement on `n`. `A` need not be linear, and no composition law for the dilations is used.

The proof computes the derivative of each side, `hc` on the left and `hp` on the right, and equates them by uniqueness of derivatives. It turns on the relation `=ᶠ[𝓝 1]`, equality on some neighbourhood of 1. The two sides cannot be equated as functions on all of $\mathbb R$, because the scaling law says nothing for $g\le0$. A derivative at 1 depends only on values near 1, however. `Ioi_mem_nhds` supplies the neighbourhood $(0,\infty)$, and `filter_upwards` reduces the claim to a single `g` in it, where the law applies. `congr_of_eventuallyEq` then carries the derivative from one side to the other. In the previous proof `g` was fixed and the density varied, so ordinary equality of functions was enough.

## Kinetic and Pauli energies

```lean
/-- For a kinetic functional of degree two, the potential obeys the quadratic scaling law,
and the kinetic energy is half the potential applied to the generator of dilations. -/
theorem kinetic_scaling_and_virial {U : ℝ → E →L[ℝ] E} {A : E → E} {T : E → ℝ} {n : E}
    (hT : Differentiable ℝ T) (h : ScalesWithDegree U 2 T)
    (h1 : U 1 = ContinuousLinearMap.id ℝ E)
    (hA : HasDerivAt (fun g => U g n) (A n) 1) :
    (∀ g : ℝ, 0 < g → (fderiv ℝ T (U g n)).comp (U g) = g ^ 2 • fderiv ℝ T n) ∧
      T n = fderiv ℝ T n (A n) / 2 := by
  refine ⟨fun g hg => potential_scaling h hg (hT _), ?_⟩
  have hv := virial_of_degree h h1 hA (hT n)
  push_cast at hv
  linarith
```

This is the kinetic case. The first part holds for every positive `g`, and the second is the virial relation at the given density. The proof sets $k=2$ in the two preceding theorems and divides by two.

```lean
/-- If the non-interacting and von Weizsäcker energies both have degree two, the Pauli
potential obeys the quadratic scaling law and yields the Pauli energy by the virial relation. -/
theorem pauli_scaling_and_virial {U : ℝ → E →L[ℝ] E} {A : E → E} {Ts Tw : E → ℝ} {n : E}
    (hs : Differentiable ℝ Ts) (hw : Differentiable ℝ Tw)
    (hs2 : ScalesWithDegree U 2 Ts) (hw2 : ScalesWithDegree U 2 Tw)
    (h1 : U 1 = ContinuousLinearMap.id ℝ E)
    (hA : HasDerivAt (fun g => U g n) (A n) 1) :
    (∀ g : ℝ, 0 < g → (fderiv ℝ (pauliEnergy Ts Tw) (U g n)).comp (U g) =
        g ^ 2 • fderiv ℝ (pauliEnergy Ts Tw) n) ∧
      pauliEnergy Ts Tw n = fderiv ℝ (pauliEnergy Ts Tw) n (A n) / 2 := by
  refine kinetic_scaling_and_virial (hs.sub hw) (fun g hg m => ?_) h1 hA
  simp only [pauliEnergy]
  rw [hs2 g hg m, hw2 g hg m]
  ring
```

The difference of two differentiable functionals of degree two is again differentiable and of degree two, so the kinetic theorem applies to it.

Differentiability is required on the whole of `E`, which is a real idealisation. The exact von Weizsäcker functional satisfies $T_w(\lambda n)=\lambda T_w(n)$ for $\lambda>0$, and a functional with this property is differentiable at $n=0$ only if it is linear. The theorem therefore describes smooth model functionals defined on all of `E`. For such models it provides a consistency test of an implemented Pauli potential against its energy.

## Recovering the degree from the virial relation

```lean
/-- Converse: if dilations compose multiplicatively and the virial relation with factor `k`
holds at every density, then the functional has degree `k`. -/
theorem degree_of_virial {U : ℝ → E →L[ℝ] E} {A : E → E} {k : ℕ} {T : E → ℝ}
    (hT : Differentiable ℝ T) (h1 : U 1 = ContinuousLinearMap.id ℝ E)
    (hU : ∀ g h : ℝ, 0 < g → 0 < h → ∀ n, U (g * h) n = U g (U h n))
    (hA : ∀ n, HasDerivAt (fun g => U g n) (A n) 1)
    (hv : ∀ n, fderiv ℝ T n (A n) = k * T n) : ScalesWithDegree U k T := by
  intro g hg n
  -- with `g = exp s`, the rescaled energy has zero derivative along the dilation orbit
  have hd : ∀ t : ℝ, HasDerivAt
      (fun s : ℝ => Real.exp (-(k * s)) * T (U (Real.exp s) n)) 0 t := by
    intro t
    have he : HasDerivAt (fun s : ℝ => Real.exp (s - t)) 1 t :=
      ((hasDerivAt_id' t).sub_const t).exp.congr_deriv (by simp)
    have hu : HasDerivAt (fun s : ℝ => U (Real.exp s) n) (A (U (Real.exp t) n)) t := by
      have h := (hA (U (Real.exp t) n)).scomp_of_eq t he (by simp)
      rw [one_smul] at h
      have e : (fun s : ℝ => U (Real.exp s) n) =
          (fun g => U g (U (Real.exp t) n)) ∘ (fun s : ℝ => Real.exp (s - t)) := by
        funext s
        simp only [Function.comp_apply]
        rw [← hU (Real.exp (s - t)) (Real.exp t) (Real.exp_pos _) (Real.exp_pos _) n,
          ← Real.exp_add, sub_add_cancel]
      rw [e]
      exact h
    have hφ : HasDerivAt (fun s : ℝ => T (U (Real.exp s) n))
        (k * T (U (Real.exp t) n)) t :=
      ((hT (U (Real.exp t) n)).hasFDerivAt.comp_hasDerivAt_of_eq t hu rfl).congr_deriv (hv _)
    have hE : HasDerivAt (fun s : ℝ => Real.exp (-(k * s)))
        (-(k : ℝ) * Real.exp (-(k * t))) t :=
      ((hasDerivAt_id' t).const_mul (k : ℝ)).fun_neg.exp.congr_deriv (by ring)
    exact (hE.fun_mul hφ).congr_deriv (by ring)
  have key := is_const_of_deriv_eq_zero (fun t => (hd t).differentiableAt)
    (fun t => (hd t).deriv) (Real.log g) 0
  simp only [Real.exp_neg, Real.exp_nat_mul, Real.exp_log hg, Real.exp_zero, one_pow,
    inv_one, one_mul, h1, ContinuousLinearMap.id_apply] at key
  rw [← key, mul_inv_cancel_left₀ (pow_pos hg k).ne']
```

Here `hU` is the composition law, and both `hA` and `hv` are needed at every density, since the argument follows the whole orbit of `n`. The step `hu` differentiates the orbit, `hφ` applies the chain rule and the virial relation, and `hE` differentiates the exponential prefactor. Their product rule gives the zero derivative `hd`. The parameter $s=\log g$ turns the half-line $g>0$ into the full real line, where `is_const_of_deriv_eq_zero` applies. Comparing the values at $\log g$ and $0$ gives the scaling law.

## The virial theorem from the Euler equation

```lean
/-- At a solution of the Euler equation with conserved particle number `N`, kinetic energy
of degree two and potential energy of degree one satisfy `2 T + V = 0`. -/
theorem euler_equation_virial {U : ℝ → E →L[ℝ] E} {A : E → E} {T V : E → ℝ}
    {N : E →L[ℝ] ℝ} {μ : ℝ} {n : E}
    (hT : DifferentiableAt ℝ T n) (hV : DifferentiableAt ℝ V n)
    (hT2 : ScalesWithDegree U 2 T) (hV1 : ScalesWithDegree U 1 V)
    (hN : ScalesWithDegree U 0 (⇑N)) (h1 : U 1 = ContinuousLinearMap.id ℝ E)
    (hA : HasDerivAt (fun g => U g n) (A n) 1)
    (euler : fderiv ℝ T n + fderiv ℝ V n = μ • N) : 2 * T n + V n = 0 := by
  have a := virial_of_degree hT2 h1 hA hT
  have b := virial_of_degree hV1 h1 hA hV
  have c := virial_of_degree hN h1 hA N.differentiableAt
  rw [ContinuousLinearMap.fderiv] at c
  -- evaluate the Euler equation on the generator of dilations
  have d := congrArg (fun L : E →L[ℝ] ℝ => L (A n)) euler
  simp only [add_apply, smul_apply, smul_eq_mul] at d
  rw [a, b, c] at d
  push_cast at d
  linarith
```

The hypothesis `euler` is the stationarity condition, assumed at one density; the existence of a solution is not addressed. The three facts `a`, `b` and `c` are the virial relations of degree two, one and zero, and `d` evaluates the Euler equation on `A n`.

Degree one for `V` stands for Coulomb energies: the attraction to a single nucleus at the origin, the Hartree repulsion and exact exchange all scale in this way. The exact correlation energy does not, and neither does the attraction to several nuclei at fixed positions. In electronic-structure terms, the relation $2T+V=0$ thus tests a converged atomic density in a model without correlation.

## A model with two moments

The hypotheses can be checked in full on a space of dimension two. A density is reduced to a pair $(N,m)$, where $N$ is the particle number and $m$ an inverse-distance moment.

```lean
/-- Dilation in a two-moment model: the particle number is kept and the inverse-distance
moment is multiplied by `g`. -/
def momentDilation (g : ℝ) : (ℝ × ℝ) →L[ℝ] (ℝ × ℝ) :=
  (ContinuousLinearMap.fst ℝ ℝ ℝ).prod (g • ContinuousLinearMap.snd ℝ ℝ ℝ)
```

Dilation sends $(N,m)$ to $(N,gm)$, so its generator is $(0,m)$.

```lean
/-- Model kinetic energy: particle number times the square of the inverse-distance moment. -/
def momentKinetic (p : ℝ × ℝ) : ℝ := p.1 * (p.2 * p.2)
```

The kinetic energy $Nm^2$ has degree two. Its derivative has components $(m^2,2Nm)$. At the dilated pair these become $(g^2m^2,2Ngm)$, and only after composition with the dilation do both components carry the factor $g^2$.

```lean
/-- Model attraction: `-2 Z` times the inverse-distance moment. -/
def momentAttraction (Z : ℝ) : (ℝ × ℝ) →L[ℝ] ℝ :=
  (-2 * Z) • ContinuousLinearMap.snd ℝ ℝ ℝ
```

The attraction $-2Zm$ has degree one, with a real parameter $Z$ in the role of the nuclear charge. The factor 2 places the stationary moment at $m=Z$ when $N=1$.

```lean
/-- The two-moment model satisfies the dilation, differentiability and scaling relations, and
its Euler equation holds at particle number one and moment `Z` with multiplier `Z ^ 2`. -/
theorem moment_model_witness (Z : ℝ) :
    momentDilation 1 = ContinuousLinearMap.id ℝ (ℝ × ℝ) ∧
    (∀ g h : ℝ, 0 < g → 0 < h → ∀ p,
      momentDilation (g * h) p = momentDilation g (momentDilation h p)) ∧
    (∀ p : ℝ × ℝ, HasDerivAt (fun g => momentDilation g p) ((0 : ℝ), p.2) 1) ∧
    Differentiable ℝ momentKinetic ∧
    ScalesWithDegree momentDilation 2 momentKinetic ∧
    ScalesWithDegree momentDilation 1 (⇑(momentAttraction Z)) ∧
    ScalesWithDegree momentDilation 0 (⇑(ContinuousLinearMap.fst ℝ ℝ ℝ)) ∧
    fderiv ℝ momentKinetic (1, Z) + fderiv ℝ (⇑(momentAttraction Z)) (1, Z) =
      Z ^ 2 • ContinuousLinearMap.fst ℝ ℝ ℝ := by
  refine ⟨?_, ?_, ?_, ?_, ?_, ?_, ?_, ?_⟩
  · refine ContinuousLinearMap.ext fun p => ?_
    simp [momentDilation]
  · intro g h _ _ p
    simp [momentDilation, mul_assoc]
  · intro p
    have e : (fun g => momentDilation g p) = fun g : ℝ => (p.1, g * p.2) := by
      funext g
      simp [momentDilation]
    rw [e]
    exact ((hasDerivAt_const (1 : ℝ) p.1).prodMk
      ((hasDerivAt_id' (1 : ℝ)).mul_const p.2)).congr_deriv (by simp)
  · unfold momentKinetic
    fun_prop
  · intro g _ p
    simp only [momentKinetic, momentDilation, ContinuousLinearMap.prod_apply,
      smul_apply, ContinuousLinearMap.coe_fst',
      ContinuousLinearMap.coe_snd', smul_eq_mul]
    ring
  · intro g _ p
    simp only [momentAttraction, momentDilation, ContinuousLinearMap.prod_apply,
      smul_apply, ContinuousLinearMap.coe_snd', smul_eq_mul]
    ring
  · intro g _ p
    simp [momentDilation]
  · -- product rule for the model kinetic energy
    have h2 : HasFDerivAt (fun p : ℝ × ℝ => p.2) (ContinuousLinearMap.snd ℝ ℝ ℝ) (1, Z) :=
      hasFDerivAt_snd
    have h1 : HasFDerivAt (fun p : ℝ × ℝ => p.1) (ContinuousLinearMap.fst ℝ ℝ ℝ) (1, Z) :=
      hasFDerivAt_fst
    have hf : fderiv ℝ momentKinetic (1, Z) = _ := (h1.mul (h2.mul h2)).fderiv
    rw [hf, ContinuousLinearMap.fderiv]
    refine ContinuousLinearMap.ext fun q => ?_
    simp [momentAttraction]
    ring

end

end PauliPotentialScaling
```

The first seven parts confirm the identity at $g=1$, the composition law, the generator, differentiability and the three degrees. The last part is the Euler equation at $(1,Z)$. The kinetic derivative there is $(Z^2,2Z)$, the attraction contributes $(0,-2Z)$, and the sum is $Z^2$ times the particle-number functional. The energies are $T=Z^2$ and $V=-2Z^2$, in agreement with $2T+V=0$. The model serves to show that the assumptions are consistent and is not an approximation to an atom.

```lean
#print axioms PauliPotentialScaling.kinetic_scaling_and_virial
#print axioms PauliPotentialScaling.pauli_scaling_and_virial
#print axioms PauliPotentialScaling.degree_of_virial
#print axioms PauliPotentialScaling.euler_equation_virial
```

```
'PauliPotentialScaling.kinetic_scaling_and_virial' depends on axioms: [propext, Classical.choice, Quot.sound]
'PauliPotentialScaling.pauli_scaling_and_virial' depends on axioms: [propext, Classical.choice, Quot.sound]
'PauliPotentialScaling.degree_of_virial' depends on axioms: [propext, Classical.choice, Quot.sound]
'PauliPotentialScaling.euler_equation_virial' depends on axioms: [propext, Classical.choice, Quot.sound]
```
